# The collinear spin-flip Tamm–Dancoff matrix on a finite grid reduces to orbital energy differences minus exact exchange

## Spin orbitals, transition densities and integrals on a grid

Let $G$ be a finite set of grid points. A spin orbital is a complex amplitude $p(x,\sigma)$ for each point $x\in G$ and each spin projection $\sigma\in\{\uparrow,\downarrow\}$ along a fixed quantisation axis. It is pure of spin $\sigma$ if $p(x,\tau)=0$ for all $x$ and all $\tau\neq\sigma$. This is the situation of a collinear Kohn–Sham calculation without spin–orbit coupling, where every orbital carries a definite projection along one common axis.

For two spin orbitals $p,q$ the spin-diagonal transition density is
$$\rho^\sigma_{pq}(x)=\overline{p(x,\sigma)}\,q(x,\sigma).$$
Given an interaction matrix $V(x,y)$ and a collinear kernel $f_{\sigma\tau}(x,y)$, and two further orbitals $r,s$, define
$$(pq|rs)=\sum_{x,y}\Big(\sum_\sigma\rho^\sigma_{pq}(x)\Big)V(x,y)\Big(\sum_\tau\rho^\tau_{rs}(y)\Big),$$
$$(pq|f|rs)=\sum_{\sigma,\tau}\sum_{x,y}\rho^\sigma_{pq}(x)\,f_{\sigma\tau}(x,y)\,\rho^\tau_{rs}(y).$$
Quadrature weights are absorbed in $V$ and $f$. The matrix $V$ stands for the discretised Coulomb repulsion, and $f_{\sigma\tau}$ for the second derivative of an exchange–correlation functional with respect to the up and down densities. "Collinear" means that the kernel sees only these two densities.

Occupied orbitals carry labels $i,j$ and real energies $\varepsilon_i$; virtual orbitals carry labels $a,b$ and real energies $\varepsilon_a$. A label also denotes its orbital. With a real number $c$, the fraction of exact exchange in a hybrid functional, the Tamm–Dancoff matrix on pairs $(i,a)$ is
$$M_{ia,jb}=\delta_{ij}\delta_{ab}(\varepsilon_a-\varepsilon_i)+(ai|jb)+(ai|f|jb)-c\,(ab|ji).$$
For real orbitals $(ab|ji)$ equals $(ab|ij)$; for complex orbitals the order $ji$ fixes which factor is conjugated.

## The matrix for up-to-down transitions

Spin-flip TDDFT starts from a high-spin reference and describes states of lower spin projection by promoting an up electron into a down orbital. Within the Tamm–Dancoff approximation on a finite grid and with a collinear kernel, the result below shows that the exchange–correlation kernel leaves these excitation energies untouched, so that any departure from orbital energy differences comes from the exact-exchange term.

Define the exchange integral
$$K_{ab,ji}=\sum_{x,y}\rho^\downarrow_{ab}(x)\,V(x,y)\,\rho^\uparrow_{ji}(y).$$
Let the labels $i,j$ run only over occupied orbitals that are pure up, and $a,b$ only over virtual orbitals that are pure down. The reference may also have occupied down and virtual up orbitals; they carry no label here. Then for every $V$, $f$ and $c$
$$M_{ia,jb}=\delta_{ij}\delta_{ab}(\varepsilon_a-\varepsilon_i)-c\,K_{ab,ji},$$
and for $c=0$ a complex number $\omega$ is an eigenvalue of $M$ if and only if $\omega=\varepsilon_a-\varepsilon_i$ for some pair $(i,a)$.

## Vanishing of the Coulomb and kernel couplings

Take $a$ pure down and $i$ pure up. Then
$$\rho^\uparrow_{ai}(x)=\overline{a(x,\uparrow)}\,i(x,\uparrow)=0,\qquad \rho^\downarrow_{ai}(x)=\overline{a(x,\downarrow)}\,i(x,\downarrow)=0,$$
the first because $a(x,\uparrow)=0$ and the second because $i(x,\downarrow)=0$. Every term of $(ai|rs)$ and of $(ai|f|rs)$ contains one of these densities as its left factor, so both integrals vanish for arbitrary orbitals $r,s$, in particular for $r=j$, $s=b$.

In $(ab|ji)$ the orbitals are paired differently. Since $a(x,\uparrow)=0$, the left spin sum is $\sum_\sigma\rho^\sigma_{ab}(x)=\rho^\downarrow_{ab}(x)$. Since $i(y,\downarrow)=0$, the right spin sum is $\sum_\tau\rho^\tau_{ji}(y)=\rho^\uparrow_{ji}(y)$. Hence $(ab|ji)=K_{ab,ji}$. Inserting the three results into the definition of $M$ gives the stated formula.

For $c=0$ the matrix is diagonal with entries $d_{ia}=\varepsilon_a-\varepsilon_i$. If $MX=\omega X$ with $X\neq0$, choose a pair with $X_{ia}\neq0$; that component of the equation reads $d_{ia}X_{ia}=\omega X_{ia}$, so $\omega=d_{ia}$. Conversely, the vector with component $1$ at $(i,a)$ and $0$ elsewhere is nonzero and satisfies $MX=d_{ia}X$.

## Hermiticity and the diagonal elements

Complex conjugation swaps the orbitals in a transition density, $\overline{\rho^\sigma_{pq}}=\rho^\sigma_{qp}$. If $V$ has real entries, then $\overline{K_{ba,ij}}=K_{ab,ji}$, and therefore
$$\overline{M_{jb,ia}}=\delta_{ij}\delta_{ab}(\varepsilon_b-\varepsilon_j)-c\,K_{ab,ji}=M_{ia,jb}.$$
The spin-flip matrix is Hermitian whatever $f$ is, and the symmetry $V(x,y)=V(y,x)$ is not used, because $x$ stays with the virtual orbitals and $y$ with the occupied ones.

On the diagonal, for a real interaction $V=W$ with $W(x,y)\ge0$ at all pairs of points, as for a repulsion,
$$K_{aa,ii}=\sum_{x,y}|a(x,\downarrow)|^2\,W(x,y)\,|i(y,\uparrow)|^2\ \ge 0 .$$
For $c\ge0$ this gives $\operatorname{Re}M_{ia,ia}\le\varepsilon_a-\varepsilon_i$. The integral is the electrostatic repulsion of the two orbital densities; with its minus sign it acts as the attraction between the promoted electron and the hole. The bound concerns diagonal elements, not eigenvalues.

A concrete case has two grid points $0$ and $1$, an occupied up orbital and a virtual down orbital both of amplitude $1$ on point $0$, and an on-site interaction $V(x,y)=U\delta_{xy}$. Then $K=U$, and the single matrix element is $\varepsilon_a-\varepsilon_i-cU$.

## Tilted spinors: the kernel without pure spin

Orthogonality of the two orbitals does not replace the pure-spin hypothesis. On a single grid point take $a=(1,-1)$ and $i=(1,1)$ in the basis $(\uparrow,\downarrow)$; these spinors point along $-x$ and $+x$ when the quantisation axis is $z$. Then $\rho^\uparrow_{ai}=1$ and $\rho^\downarrow_{ai}=-1$. The sum vanishes, which is orthogonality, but the individual densities do not. For the kernel $f_{\sigma\tau}=k\,\delta_{\sigma\tau}$ with a complex strength $k$,
$$(ai|f|ia)=1\cdot k\cdot1+(-1)\cdot k\cdot(-1)=2k .$$
These spinors have squared norm $2$. After normalisation the densities are $\pm\tfrac12$ and the coupling is $k/2$. The transition reverses the spin along $x$, and its transition magnetisation $\rho^\uparrow_{ai}-\rho^\downarrow_{ai}$ along $z$ is visible to a kernel that is collinear along $z$.

## Decoupling from spin-conserving pairs

The vanishing of $(ai|rs)$ and $(ai|f|rs)$ and the reduction of $(ab|ji)$ use only the spins of $a$ and $i$. Consider a second pair $(j,b)$ of pure orbitals with equal spin. If both are up, then $\rho^\downarrow_{ab}=0$; if both are down, then $\rho^\uparrow_{ji}=0$. Either way $K_{ab,ji}=0$, and the Kronecker term vanishes because the two pairs differ, so $M_{ia,jb}=0$. The element in the opposite order, $M_{jb,ia}=(bj|ia)+(bj|f|ia)-c\,(ba|ij)$, vanishes as well: $\rho^\sigma_{ia}=\overline{\rho^\sigma_{ai}}=0$ removes the first two terms, and in $(ba|ij)$ the left spin sum is $\rho^\downarrow_{ba}$, zero for $b$ up, while the right spin sum is $\rho^\uparrow_{ij}$, zero for $j$ down. Up-to-down pairs and spin-conserving pairs are thus uncoupled in both orders, in line with conservation of the total spin projection. This decoupling is a remark on the argument and is not among the theorems of the file.

## The Lean objects and their physical reading

`SpinOrb G` is the type `G → Spin → ℂ`, and `PureSpin s φ` is the pure-spin condition. `transDens`, `coulomb`, `kernelInt` and `flipExchange` are $\rho^\sigma_{pq}$, $(pq|rs)$, $(pq|f|rs)$ and $K_{ab,ji}$, with the orbitals in the same order. Occupied and virtual labels form types `I` and `A`, with orbitals `occ`, `vir` and energies `εo`, `εv`. The matrix `tda` is indexed by `I × A`. For a row `p` and a column `q`, `p.1` is $i$, `p.2` is $a$, `q.1` is $j$ and `q.2` is $b$, and the condition `p = q` is $\delta_{ij}\delta_{ab}$.

`tda_spinFlip` states the formula for $M_{ia,jb}$ entry by entry under the hypotheses `ho` (occupied orbitals pure up) and `hv` (virtual orbitals pure down). `eigenvalue_iff_bare_gap` expresses "eigenvalue" as the existence of `X ≠ 0` with $MX=\omega X$; it identifies the set of eigenvalues and makes no statement on multiplicities. If there is no occupied or no virtual label, both sides of the equivalence are false.

The expression for $M$ is a definition. It is not derived from linear response, and the de-excitation block neglected in the Tamm–Dancoff approximation does not appear. Pure spin is assumed, not deduced from a Hamiltonian. The orbitals need not be orthonormal, and the energies are free real numbers, tied neither to the orbitals nor to $c$; in a self-consistent calculation they change with the functional, so the theorems compare $M$ with the energy differences of the same calculation. The kernel has no frequency argument. Non-collinear kernels, which couple to the spin-off-diagonal density $\overline{a(x,\downarrow)}\,i(x,\uparrow)$, lie beyond the model, as does the continuum limit of the grid.

## The file

```lean
import Mathlib

open Matrix ComplexConjugate

namespace SpinFlipTDA

noncomputable section

/-- The two spin projections along the quantisation axis. -/
inductive Spin
  | up
  | down
  deriving DecidableEq

/-- The spin projections form a finite set with the two elements up and down. -/
instance : Fintype Spin where
  elems := {Spin.up, Spin.down}
  complete := fun s => by cases s <;> simp

open Spin

/-- A spin orbital on the grid `G`: an amplitude for each grid point and spin projection. -/
abbrev SpinOrb (G : Type) := G → Spin → ℂ

variable {G I A : Type} [Fintype G]

/-- The orbital is collinear with spin `s`: its other spin component vanishes everywhere. -/
def PureSpin (s : Spin) (φ : SpinOrb G) : Prop := ∀ x t, t ≠ s → φ x t = 0

/-- The spin-diagonal transition density `conj p(x,s) q(x,s)`. -/
def transDens (p q : SpinOrb G) (s : Spin) (x : G) : ℂ := conj (p x s) * q x s

/-- The integral `(pq|rs)` of the spin-summed transition densities with the interaction `V`. -/
def coulomb (V : G → G → ℂ) (p q r s : SpinOrb G) : ℂ :=
  ∑ x, ∑ y, (∑ σ, transDens p q σ x) * V x y * ∑ τ, transDens r s τ y

/-- The integral `(pq|f|rs)` of a collinear kernel `f_στ(x,y)` between spin-diagonal
transition densities. -/
def kernelInt (f : Spin → Spin → G → G → ℂ) (p q r s : SpinOrb G) : ℂ :=
  ∑ σ, ∑ τ, ∑ x, ∑ y, transDens p q σ x * f σ τ x y * transDens r s τ y

/-- The interaction of the down-down density of `a, b` with the up-up density of `j, i`. -/
def flipExchange (V : G → G → ℂ) (a b j i : SpinOrb G) : ℂ :=
  ∑ x, ∑ y, transDens a b down x * V x y * transDens j i up y

/-- The Tamm-Dancoff matrix `δδ (ε_a - ε_i) + (ai|jb) + (ai|f|jb) - c (ab|ji)` on pairs
(occupied, virtual), with exchange fraction `c`. -/
def tda [DecidableEq I] [DecidableEq A] (V : G → G → ℂ) (f : Spin → Spin → G → G → ℂ) (c : ℝ)
    (occ : I → SpinOrb G) (vir : A → SpinOrb G) (εo : I → ℝ) (εv : A → ℝ) :
    Matrix (I × A) (I × A) ℂ :=
  Matrix.of fun p q =>
    (if p = q then ((εv p.2 - εo p.1 : ℝ) : ℂ) else 0)
      + coulomb V (vir p.2) (occ p.1) (occ q.1) (vir q.2)
      + kernelInt f (vir p.2) (occ p.1) (occ q.1) (vir q.2)
      - c * coulomb V (vir p.2) (vir q.2) (occ q.1) (occ p.1)

omit [Fintype G] in
/-- Between a spin-down and a spin-up orbital both the up-up and the down-down transition
densities vanish at every grid point. -/
theorem transDens_flip {a i : SpinOrb G} (ha : PureSpin down a) (hi : PureSpin up i)
    (s : Spin) (x : G) : transDens a i s x = 0 := by
  cases s
  · simp [transDens, ha x up (by decide)]
  · simp [transDens, hi x down (by decide)]

/-- A spin-flip pair has zero Coulomb and zero collinear-kernel coupling to any pair of
spin orbitals. -/
theorem coupling_flip (V : G → G → ℂ) (f : Spin → Spin → G → G → ℂ) {a i : SpinOrb G}
    (ha : PureSpin down a) (hi : PureSpin up i) (r s : SpinOrb G) :
    coulomb V a i r s = 0 ∧ kernelInt f a i r s = 0 := by
  constructor
  · simp [coulomb, transDens_flip ha hi]
  · simp [kernelInt, transDens_flip ha hi]

/-- For `a` of spin down and `i` of spin up, `(ab|ji)` couples only the down-down density
of `a, b` to the up-up density of `j, i`. -/
theorem coulomb_eq_flipExchange (V : G → G → ℂ) {a i : SpinOrb G} (ha : PureSpin down a)
    (hi : PureSpin up i) (b j : SpinOrb G) : coulomb V a b j i = flipExchange V a b j i := by
  -- each spin sum keeps a single term
  have h1 : ∀ x, ∑ σ, transDens a b σ x = transDens a b down x := fun x =>
    Finset.sum_eq_single down (fun t _ ht => by simp [transDens, ha x t ht]) (by simp)
  have h2 : ∀ y, ∑ τ, transDens j i τ y = transDens j i up y := fun y =>
    Finset.sum_eq_single up (fun t _ ht => by simp [transDens, hi y t ht]) (by simp)
  simp only [coulomb, flipExchange, h1, h2]

variable [DecidableEq I] [DecidableEq A]

/-- For up-to-down transitions and any `V`, collinear kernel `f` and fraction `c`, the Tamm-Dancoff
matrix is `δδ (ε_a - ε_i) - c K`, where `K` is `flipExchange V a b j i`. -/
theorem tda_spinFlip (V : G → G → ℂ) (f : Spin → Spin → G → G → ℂ) (c : ℝ)
    {occ : I → SpinOrb G} {vir : A → SpinOrb G} (εo : I → ℝ) (εv : A → ℝ)
    (ho : ∀ i, PureSpin up (occ i)) (hv : ∀ a, PureSpin down (vir a)) (p q : I × A) :
    tda V f c occ vir εo εv p q = (if p = q then ((εv p.2 - εo p.1 : ℝ) : ℂ) else 0)
      - c * flipExchange V (vir p.2) (vir q.2) (occ q.1) (occ p.1) := by
  obtain ⟨h1, h2⟩ := coupling_flip V f (hv p.2) (ho p.1) (occ q.1) (vir q.2)
  rw [tda, Matrix.of_apply, h1, h2, coulomb_eq_flipExchange V (hv p.2) (ho p.1)]
  ring

/-- Without exact exchange, `ω` is an eigenvalue of the spin-flip Tamm-Dancoff matrix exactly
when it is a bare orbital energy difference `ε_a - ε_i`. -/
theorem eigenvalue_iff_bare_gap [Fintype I] [Fintype A] (V : G → G → ℂ)
    (f : Spin → Spin → G → G → ℂ) {occ : I → SpinOrb G} {vir : A → SpinOrb G}
    (εo : I → ℝ) (εv : A → ℝ) (ho : ∀ i, PureSpin up (occ i))
    (hv : ∀ a, PureSpin down (vir a)) (ω : ℂ) :
    (∃ X : I × A → ℂ, X ≠ 0 ∧ tda V f 0 occ vir εo εv *ᵥ X = ω • X) ↔
      ∃ i a, ω = ((εv a - εo i : ℝ) : ℂ) := by
  -- the matrix is diagonal
  have hd : tda V f 0 occ vir εo εv
      = Matrix.diagonal fun p : I × A => ((εv p.2 - εo p.1 : ℝ) : ℂ) := by
    ext p q
    rw [tda_spinFlip V f 0 εo εv ho hv, Matrix.diagonal_apply]
    simp
  rw [hd]
  constructor
  · rintro ⟨X, hX, h⟩
    obtain ⟨p, hp⟩ := Function.ne_iff.mp hX
    have h' := congrFun h p
    rw [Matrix.mulVec_diagonal, Pi.smul_apply, smul_eq_mul] at h'
    exact ⟨p.1, p.2, (mul_right_cancel₀ hp h').symm⟩
  · rintro ⟨i, a, rfl⟩
    refine ⟨fun q => if q = (i, a) then 1 else 0, fun h => ?_, ?_⟩
    · have := congrFun h (i, a)
      simp at this
    · ext q
      rw [Matrix.mulVec_diagonal]
      by_cases hq : q = (i, a)
      · subst hq
        simp
      · simp [hq]

/-- For a real interaction the spin-flip Tamm-Dancoff matrix is Hermitian, for any collinear
kernel. -/
theorem tda_spinFlip_isHermitian (V : G → G → ℂ) (hV : ∀ x y, conj (V x y) = V x y)
    (f : Spin → Spin → G → G → ℂ) (c : ℝ) {occ : I → SpinOrb G} {vir : A → SpinOrb G}
    (εo : I → ℝ) (εv : A → ℝ) (ho : ∀ i, PureSpin up (occ i))
    (hv : ∀ a, PureSpin down (vir a)) : (tda V f c occ vir εo εv).IsHermitian := by
  -- conjugation of `flipExchange` swaps `a` with `b` and `j` with `i`
  have key : ∀ a b j i : SpinOrb G, conj (flipExchange V a b j i) = flipExchange V b a i j := by
    intro a b j i
    simp only [flipExchange, transDens, map_sum, map_mul, hV, Complex.conj_conj]
    exact Finset.sum_congr rfl fun x _ => Finset.sum_congr rfl fun y _ => by ring
  ext p q
  rw [Matrix.conjTranspose_apply, tda_spinFlip V f c εo εv ho hv,
    tda_spinFlip V f c εo εv ho hv, Complex.star_def, map_sub, map_mul, key,
    Complex.conj_ofReal]
  by_cases h : p = q
  · subst h
    rw [if_pos rfl, Complex.conj_ofReal]
  · rw [if_neg h, if_neg (Ne.symm h), map_zero]

/-- For a repulsive interaction and `c ≥ 0` the real part of each diagonal element of the
spin-flip matrix is at most the bare orbital energy difference. -/
theorem diag_le_bare_gap (W : G → G → ℝ) (hW : ∀ x y, 0 ≤ W x y)
    (f : Spin → Spin → G → G → ℂ) {c : ℝ} (hc : 0 ≤ c) {occ : I → SpinOrb G}
    {vir : A → SpinOrb G} (εo : I → ℝ) (εv : A → ℝ) (ho : ∀ i, PureSpin up (occ i))
    (hv : ∀ a, PureSpin down (vir a)) (p : I × A) :
    (tda (fun x y => (W x y : ℂ)) f c occ vir εo εv p p).re ≤ εv p.2 - εo p.1 := by
  set S : ℝ := ∑ x, ∑ y, Complex.normSq (vir p.2 x down) * W x y
    * Complex.normSq (occ p.1 y up) with hS
  -- (aa|ii) is the repulsion of two orbital densities
  have h1 : flipExchange (fun x y => (W x y : ℂ)) (vir p.2) (vir p.2) (occ p.1) (occ p.1)
      = (S : ℂ) := by
    simp only [hS, flipExchange, transDens, Complex.ofReal_sum, Complex.ofReal_mul,
      Complex.normSq_eq_conj_mul_self]
  have h2 : 0 ≤ S := Finset.sum_nonneg fun x _ => Finset.sum_nonneg fun y _ =>
    mul_nonneg (mul_nonneg (Complex.normSq_nonneg _) (hW x y)) (Complex.normSq_nonneg _)
  rw [tda_spinFlip _ f c εo εv ho hv, if_pos rfl, h1, ← Complex.ofReal_mul,
    ← Complex.ofReal_sub, Complex.ofReal_re]
  linarith [mul_nonneg hc h2]

/-- The orbital of spin `s` located on the first of two grid points. -/
def siteOrb (s : Spin) : SpinOrb (Fin 2) := fun x t => if x = 0 ∧ t = s then 1 else 0

/-- The up and down site orbitals are collinear, and with on-site interaction `U` the
spin-flip matrix element is `ε_a - ε_i - c U`. -/
theorem spinFlip_witness (U : ℂ) (f : Spin → Spin → Fin 2 → Fin 2 → ℂ) (c ei ea : ℝ) :
    PureSpin up (siteOrb up) ∧ PureSpin down (siteOrb down) ∧
      tda (fun x y => if x = y then U else 0) f c (fun _ : Unit => siteOrb up)
        (fun _ : Unit => siteOrb down) (fun _ => ei) (fun _ => ea) ((), ()) ((), ())
        = ((ea - ei : ℝ) : ℂ) - c * U := by
  have h : ∀ s, PureSpin s (siteOrb s) := fun s x t ht => by simp [siteOrb, ht]
  refine ⟨h _, h _, ?_⟩
  rw [tda_spinFlip _ f c _ _ (fun _ => h up) (fun _ => h down)]
  simp [flipExchange, transDens, siteOrb]

/-- The unnormalised one-point spinor with components `(1, η)`. -/
def tilted (η : ℂ) : SpinOrb Unit := fun _ s => if s = up then 1 else η

/-- The orthogonal spinors `(1, -1)` and `(1, 1)` have up-up transition density `1`, and a
spin-diagonal kernel of strength `k` couples their transition to itself with `2 k`. -/
theorem tilted_kernel_survives (k : ℂ) :
    ∑ s, transDens (tilted (-1)) (tilted 1) s () = 0 ∧
      transDens (tilted (-1)) (tilted 1) up () = 1 ∧
      kernelInt (fun s t _ _ => if s = t then k else 0) (tilted (-1)) (tilted 1) (tilted 1)
        (tilted (-1)) = 2 * k := by
  have hs : ∀ g : Spin → ℂ, ∑ s, g s = g up + g down := fun g => by
    have hu : (Finset.univ : Finset Spin) = {up, down} := by decide
    rw [hu, Finset.sum_pair (by decide)]
  refine ⟨?_, ?_, ?_⟩
  · rw [hs]
    simp [transDens, tilted]
  · simp [transDens, tilted]
  · rw [kernelInt, hs, hs, hs]
    simp [transDens, tilted, two_mul]

end

end SpinFlipTDA
```

```lean
#print axioms SpinFlipTDA.eigenvalue_iff_bare_gap
-- 'SpinFlipTDA.eigenvalue_iff_bare_gap' depends on axioms: [propext, Classical.choice, Quot.sound]
#print axioms SpinFlipTDA.tda_spinFlip_isHermitian
-- 'SpinFlipTDA.tda_spinFlip_isHermitian' depends on axioms: [propext, Classical.choice, Quot.sound]
#print axioms SpinFlipTDA.diag_le_bare_gap
-- 'SpinFlipTDA.diag_le_bare_gap' depends on axioms: [propext, Classical.choice, Quot.sound]
#print axioms SpinFlipTDA.tilted_kernel_survives
-- 'SpinFlipTDA.tilted_kernel_survives' depends on axioms: [propext, Classical.choice, Quot.sound]
```

## From vanishing densities to the matrix formula

`transDens_flip` splits on the spin with `cases s`. For up it uses `ha x up`, the vanishing of $a(x,\uparrow)$, and for down `hi x down`, the vanishing of $i(x,\downarrow)$. `coupling_flip` substitutes this zero into both integrals, with `r` and `s` left arbitrary. In `coulomb_eq_flipExchange`, `h1` and `h2` are the two collapsed spin sums, each obtained from `Finset.sum_eq_single` by showing that the term of the other spin is zero; `b` and `j` carry no hypothesis. `tda_spinFlip` rewrites the three integrals in the definition of `tda` and removes the zero terms with `ring`.

## The diagonal matrix at zero exchange fraction

In `eigenvalue_iff_bare_gap`, `hd` identifies the matrix at $c=0$ with `Matrix.diagonal` of the energy differences. In the forward direction `Function.ne_iff` supplies a pair `p` with nonzero component, `congrFun h p` is the component equation $d_{ia}X_{ia}=\omega X_{ia}$, and `mul_right_cancel₀` divides by $X_{ia}$. In the backward direction the eigenvector is `fun q => if q = (i, a) then 1 else 0`. It is nonzero by evaluation at `(i, a)`, and the eigenvalue equation is checked separately at that pair and at all others.

## Conjugation, positivity and the two examples

In `tda_spinFlip_isHermitian`, `key` is the conjugation rule for $K$: conjugation is moved through sums and products, `hV` removes it from $V$, and the summands agree after reordering factors. The matrix formula is then applied to both entries, and the cases `p = q` and its negation settle the Kronecker term.

`diag_le_bare_gap` names the real double sum `S`, with `Complex.normSq` for the squared moduli. Step `h1` shows $K_{aa,ii}=S$, step `h2` shows $S\ge0$ term by term, and `linarith` concludes from $cS\ge0$.

`spinFlip_witness` verifies that `siteOrb up` and `siteOrb down` are pure, applies `tda_spinFlip` with one occupied and one virtual label, and evaluates the sum over the two points to $U$. In `tilted_kernel_survives`, `tilted (-1)` is $a$ and `tilted 1` is $i$. The helper `hs` writes a spin sum as its up term plus its down term. It is used once for the orthogonality sum and three times in the kernel integral, for the outer spin sum and the two inner ones, which leaves $k+k$.
